# On a finite grid, omitting small-small repulsion lowers the mean-field minimum at most quadratically in the small-component charge

Minimise a mean-field energy over a fixed set of positive semidefinite density matrices, once with the full electron repulsion and once without its small-small part. If the small-small kernel lies between $0$ and $w$, the second minimum is not above the first, and it lies below it by at most $wq^2/2$. Here $q$ is the small-component charge of the minimiser found without small-small repulsion.

## Small-component charge and its repulsion

A four-component orbital has a large and a small part. The Coulomb repulsion between two electrons that are both found in small components involves the integrals usually written $(SS|SS)$. They are numerous, and their contribution is often small, so leaving them out is a natural approximation. For a mean-field energy minimised over a fixed set of density matrices on a finite grid, the result gives the sign of the resulting error and an upper bound on its size that needs only the truncated calculation and the kernel bound $w$.

Let $L$ and $S$ be finite sets of grid indices for the large and small components. An index $x$ carries both a position and a spinor component. For orthonormal occupied orbitals $\psi_i$ the density matrix is
$$\Gamma_{xy}=\sum_i \psi_i(x)\,\overline{\psi_i(y)},$$
with quadrature weights absorbed into the orbitals, so that $\Gamma_{xx}$ is the charge at $x$, counted in electrons. With a one-electron matrix $h$ and a real kernel $V$, the energy is
$$E_V(\Gamma)=\operatorname{Re}\operatorname{tr}(h\Gamma)+\tfrac12\sum_{x,y}V(x,y)\left(\Gamma_{xx}\Gamma_{yy}-|\Gamma_{xy}|^2\right).$$
The bracket is the direct minus the exchange part of the pair density. Write $V_0$ for the kernel that agrees with $V$ except that it vanishes when both indices lie in $S$.

## The two minima compared

Let $P$ be a set of positive semidefinite matrices on $L\oplus S$. Suppose $\Gamma_0\in P$ minimises $E_{V_0}$ over $P$, $\Gamma_1\in P$ minimises $E_V$ over $P$, and $0\le V(x,y)\le w$ for $x,y\in S$. Then
$$0\le E_V(\Gamma_1)-E_{V_0}(\Gamma_0)\le \frac w2\,q^2,\qquad q=\sum_{x\in S}(\Gamma_0)_{xx}.$$

This is `omitting_small_small_lowers_energy`. The full grid is the disjoint sum `L ⊕ S`, where `.inl` marks a large and `.inr` a small index. The truncated kernel $V_0$ is `omitSS V`, the block of $\Gamma$ on $S$ is `smallBlock Γ`, and `charge` is the real part of the trace. The hypotheses `h0` and `hw` bound the small-small kernel only; the rest of `V` is arbitrary, and no symmetry is required. The hypothesis `hP` says that every member of `P` is positive semidefinite, while `hmin₀` and `hmin₁` say that the two states are minimisers.

Three of these assumptions carry physics:

- **The bound $w$** stands for the largest repulsion between two small-component grid indices. The Coulomb kernel therefore needs a finite value for two spinor components at the same position. If $w$ grows as the grid is refined, the bound weakens accordingly.
- **The set $P$** is the same in both minimisations. For a Dirac operator it should exclude the filling of negative-energy states, for instance through a fixed projector. The usual Dirac–Hartree–Fock iteration instead selects positive-energy orbitals of the current mean field. This is not a minimisation over one fixed set $P$, so the theorem does not cover it.
- **The minimisers** are assumed to exist.

The repulsion is the Hartree–Fock expression, so the theorem concerns neither correlation energies nor the Breit interaction.

## From a two-by-two minor to the energy bound

**Pair densities are nonnegative.** Let $D$ be positive semidefinite. For two indices $x,y$ the matrix
$$\begin{pmatrix}D_{xx}&D_{xy}\\D_{yx}&D_{yy}\end{pmatrix}$$
is again positive semidefinite, so its determinant is nonnegative. Since $D_{yx}=\overline{D_{xy}}$, this reads $p_{xy}:=D_{xx}D_{yy}-|D_{xy}|^2\ge0$. For $x=y$ it is zero.

**The repulsion of one block is bounded.** Let $0\le v(x,y)\le w$. Every term of $\tfrac12\sum v(x,y)\,p_{xy}$ is nonnegative, which gives the lower bound. Replacing $v$ by $w$ can only increase the sum:
$$\frac12\sum_{x,y}v(x,y)\,p_{xy}\le\frac w2\sum_{x,y}p_{xy}=\frac w2\Big[(\operatorname{tr}D)^2-\sum_{x,y}|D_{xy}|^2\Big]\le\frac w2(\operatorname{tr}D)^2.$$

**The energy splits.** Let $R(\Gamma)$ be the repulsion energy of the small block of $\Gamma$. The double sum over $L\oplus S$ has four parts, and $V_0$ removes exactly one of them, so
$$E_V(\Gamma)=E_{V_0}(\Gamma)+R(\Gamma).$$
The small block of a positive semidefinite matrix is positive semidefinite, so the previous bounds apply to $R(\Gamma)$ for every $\Gamma\in P$.

**Each minimiser is a trial state for the other energy.** In one direction,
$$E_{V_0}(\Gamma_0)\le E_{V_0}(\Gamma_1)=E_V(\Gamma_1)-R(\Gamma_1)\le E_V(\Gamma_1).$$
In the other,
$$E_V(\Gamma_1)\le E_V(\Gamma_0)=E_{V_0}(\Gamma_0)+R(\Gamma_0)\le E_{V_0}(\Gamma_0)+\frac w2q^2.$$

## One orbital and many points

For a single orbital, $D_{xy}=\psi(x)\overline{\psi(y)}$ and $|D_{xy}|^2=D_{xx}D_{yy}$. Exchange cancels the direct term pair by pair, and the repulsion is zero for any kernel. The lower bound is thus attained, whatever share of the orbital's charge lies in the block.

At the other end, put charge $a\ge0$ on each of $n+1$ points, with no off-diagonal elements and a constant kernel $w$. For electrons the Pauli principle also requires $a\le1$. The total charge is $(n+1)a$, and the repulsion is
$$\frac w2\left[(n+1)^2a^2-(n+1)a^2\right]=\frac{n}{n+1}\cdot\frac w2\big((n+1)a\big)^2.$$
One point gives zero and two points give half the upper bound. As $n$ grows the fraction tends to $1$. Taking $w>0$ and $0<a\le1$ shows that no constant smaller than $\tfrac12$ can replace the one in the block bound for all grids.

## The Lean file

```lean
import Mathlib

open Matrix
open scoped ComplexOrder

namespace SmallSmallRepulsion

noncomputable section

/-- The pair density `D_xx D_yy - |D_xy|²` of a density matrix: direct minus exchange part. -/
def pairDensity {κ : Type*} (D : Matrix κ κ ℂ) (x y : κ) : ℝ :=
  (D x x).re * (D y y).re - ‖D x y‖ ^ 2

/-- The pair density of a positive semidefinite density matrix is nowhere negative. -/
theorem pairDensity_nonneg {κ : Type*} {D : Matrix κ κ ℂ} (hD : D.PosSemidef) (x y : κ) :
    0 ≤ pairDensity D x y := by
  -- the pair density is the principal minor on the points x and y
  have hdet := (hD.submatrix ![x, y]).det_nonneg
  have hminor : 0 ≤ D x x * D y y - D x y * D y x := by
    rw [Matrix.det_fin_two] at hdet
    exact hdet
  have him : ∀ z, (D z z).im = 0 := by
    intro z
    have h := congrArg Complex.im (hD.isHermitian.apply z z)
    simp only [Complex.star_def, Complex.conj_im] at h
    linarith
  rw [← hD.isHermitian.apply y x] at hminor
  have hre := (Complex.le_def.mp hminor).1
  simp only [Complex.zero_re, Complex.sub_re, Complex.mul_re, Complex.star_def,
    Complex.conj_re, Complex.conj_im, him] at hre
  rw [pairDensity, Complex.sq_norm, Complex.normSq_apply]
  linarith

variable {ι L S : Type*} [Fintype ι] [Fintype L] [Fintype S]

/-- The charge (number of electrons) held by a density matrix: its trace. -/
def charge (D : Matrix ι ι ℂ) : ℝ := D.trace.re

/-- The repulsion energy, direct minus exchange, of a density matrix for the kernel `v`. -/
def repulsion (v : ι → ι → ℝ) (D : Matrix ι ι ℂ) : ℝ :=
  1 / 2 * ∑ x, ∑ y, v x y * pairDensity D x y

/-- The charge is the sum of the densities at the grid points. -/
theorem charge_eq_sum (D : Matrix ι ι ℂ) : charge D = ∑ x, (D x x).re := by
  simp [charge, Matrix.trace]

/-- For a constant kernel `w` the repulsion energy is `w/2` times the difference between the squared
charge and the sum of all `|D_xy|²`. -/
theorem repulsion_const (w : ℝ) (D : Matrix ι ι ℂ) :
    repulsion (fun _ _ => w) D = w / 2 * (charge D ^ 2 - ∑ x, ∑ y, ‖D x y‖ ^ 2) := by
  rw [charge_eq_sum]
  simp only [repulsion, pairDensity, ← Finset.mul_sum, Finset.sum_sub_distrib,
    ← Finset.sum_mul]
  ring

/-- For a positive semidefinite density matrix and a kernel between `0` and `w`, the
repulsion energy lies between `0` and `w/2` times the squared charge. -/
theorem repulsion_bounds {v : ι → ι → ℝ} {w : ℝ} {D : Matrix ι ι ℂ} (hD : D.PosSemidef)
    (h0 : ∀ x y, 0 ≤ v x y) (hw : ∀ x y, v x y ≤ w) :
    0 ≤ repulsion v D ∧ repulsion v D ≤ w / 2 * charge D ^ 2 := by
  constructor
  · exact mul_nonneg (by norm_num) (Finset.sum_nonneg fun x _ => Finset.sum_nonneg fun y _ =>
      mul_nonneg (h0 x y) (pairDensity_nonneg hD x y))
  · -- compare with the constant kernel, then drop its exchange part
    have hcomp : repulsion v D ≤ repulsion (fun _ _ => w) D :=
      mul_le_mul_of_nonneg_left (Finset.sum_le_sum fun x _ => Finset.sum_le_sum fun y _ =>
        mul_le_mul_of_nonneg_right (hw x y) (pairDensity_nonneg hD x y)) (by norm_num)
    have hexch : 0 ≤ w * ∑ x, ∑ y, ‖D x y‖ ^ 2 := by
      simp only [Finset.mul_sum]
      exact Finset.sum_nonneg fun x _ => Finset.sum_nonneg fun y _ =>
        mul_nonneg ((h0 x y).trans (hw x y)) (sq_nonneg _)
    rw [repulsion_const] at hcomp
    linarith

/-- The kernel on the full grid (large `L`, small `S`) with the small-small part omitted. -/
def omitSS (V : L ⊕ S → L ⊕ S → ℝ) : L ⊕ S → L ⊕ S → ℝ
  | .inl a, .inl b => V (.inl a) (.inl b)
  | .inl a, .inr y => V (.inl a) (.inr y)
  | .inr x, .inl b => V (.inr x) (.inl b)
  | .inr _, .inr _ => 0

/-- The small-component block of a density matrix on the full grid. -/
def smallBlock (Γ : Matrix (L ⊕ S) (L ⊕ S) ℂ) : Matrix S S ℂ := Γ.submatrix Sum.inr Sum.inr

/-- The energy of a density matrix: one-electron part plus repulsion. -/
def energy (h : Matrix ι ι ℂ) (V : ι → ι → ℝ) (Γ : Matrix ι ι ℂ) : ℝ :=
  (h * Γ).trace.re + repulsion V Γ

/-- The full repulsion is the truncated one plus the repulsion energy of the small block. -/
theorem repulsion_split (V : L ⊕ S → L ⊕ S → ℝ) (Γ : Matrix (L ⊕ S) (L ⊕ S) ℂ) :
    repulsion V Γ = repulsion (omitSS V) Γ
      + repulsion (fun x y => V (.inr x) (.inr y)) (smallBlock Γ) := by
  simp only [repulsion, pairDensity, smallBlock, Matrix.submatrix_apply,
    Fintype.sum_sum_type, omitSS, zero_mul, Finset.sum_const_zero, Finset.sum_add_distrib]
  ring

/-- Let the small-small kernel lie between `0` and `w`, and minimise over a set of positive
semidefinite density matrices. Omitting small-small repulsion does not raise the minimum, and
lowers it by at most `w/2` times the squared small-component charge of the minimiser `Γ₀`
found without that repulsion. -/
theorem omitting_small_small_lowers_energy {V : L ⊕ S → L ⊕ S → ℝ} {w : ℝ}
    (h0 : ∀ x y : S, 0 ≤ V (.inr x) (.inr y)) (hw : ∀ x y : S, V (.inr x) (.inr y) ≤ w)
    (h : Matrix (L ⊕ S) (L ⊕ S) ℂ) {P : Set (Matrix (L ⊕ S) (L ⊕ S) ℂ)}
    (hP : ∀ Γ ∈ P, Γ.PosSemidef) {Γ₀ Γ₁ : Matrix (L ⊕ S) (L ⊕ S) ℂ}
    (hΓ₀ : Γ₀ ∈ P) (hΓ₁ : Γ₁ ∈ P)
    (hmin₀ : ∀ Γ ∈ P, energy h (omitSS V) Γ₀ ≤ energy h (omitSS V) Γ)
    (hmin₁ : ∀ Γ ∈ P, energy h V Γ₁ ≤ energy h V Γ) :
    energy h (omitSS V) Γ₀ ≤ energy h V Γ₁ ∧
      energy h V Γ₁ - energy h (omitSS V) Γ₀ ≤ w / 2 * charge (smallBlock Γ₀) ^ 2 := by
  have hsplit : ∀ Γ, energy h V Γ = energy h (omitSS V) Γ
      + repulsion (fun x y => V (.inr x) (.inr y)) (smallBlock Γ) := by
    intro Γ
    rw [energy, energy, repulsion_split]
    ring
  have hb : ∀ Γ ∈ P, 0 ≤ repulsion (fun x y => V (.inr x) (.inr y)) (smallBlock Γ) ∧
      repulsion (fun x y => V (.inr x) (.inr y)) (smallBlock Γ)
        ≤ w / 2 * charge (smallBlock Γ) ^ 2 :=
    fun Γ hΓ => repulsion_bounds ((hP Γ hΓ).submatrix Sum.inr) h0 hw
  -- each minimiser serves as a trial state for the other functional
  constructor
  · linarith [hmin₀ Γ₁ hΓ₁, hsplit Γ₁, (hb Γ₁ hΓ₁).1]
  · linarith [hmin₁ Γ₀ hΓ₀, hsplit Γ₀, (hb Γ₀ hΓ₀).2]

/-- The density matrix of a single orbital has no repulsion energy, whatever the kernel. -/
theorem repulsion_single_orbital (v : ι → ι → ℝ) (ψ : ι → ℂ) :
    repulsion v (vecMulVec ψ (star ψ)) = 0 := by
  have hd : ∀ x, (ψ x * star (ψ x)).re = ‖ψ x‖ ^ 2 := by
    intro x
    rw [Complex.sq_norm, Complex.normSq_apply]
    simp only [Complex.mul_re, Complex.star_def, Complex.conj_re, Complex.conj_im]
    ring
  have hp : ∀ x y, pairDensity (vecMulVec ψ (star ψ)) x y = 0 := by
    intro x y
    simp only [pairDensity, vecMulVec_apply, Pi.star_apply, hd, norm_mul, norm_star]
    ring
  simp [repulsion, hp]

/-- A uniform diagonal density `a ≥ 0` on `n + 1` points is positive semidefinite, and with the
constant kernel `w` its repulsion energy is the fraction `n/(n+1)` of `w/2` times the squared
charge. -/
theorem repulsion_uniform (n : ℕ) (w : ℝ) {a : ℝ} (ha : 0 ≤ a) :
    ((a : ℂ) • (1 : Matrix (Fin (n + 1)) (Fin (n + 1)) ℂ)).PosSemidef ∧
    repulsion (fun _ _ => w) ((a : ℂ) • (1 : Matrix (Fin (n + 1)) (Fin (n + 1)) ℂ))
      = n / (n + 1) *
        (w / 2 * charge ((a : ℂ) • (1 : Matrix (Fin (n + 1)) (Fin (n + 1)) ℂ)) ^ 2) := by
  refine ⟨Matrix.PosSemidef.one.smul (Complex.zero_le_real.mpr ha), ?_⟩
  have hq : charge ((a : ℂ) • (1 : Matrix (Fin (n + 1)) (Fin (n + 1)) ℂ)) = (n + 1) * a := by
    simp [charge_eq_sum]
  have hn : ∀ x y, ‖((a : ℂ) • (1 : Matrix (Fin (n + 1)) (Fin (n + 1)) ℂ)) x y‖ ^ 2
      = if x = y then a ^ 2 else 0 := by
    intro x y
    by_cases hxy : x = y
    · subst hxy
      simp
    · simp [hxy]
  have hs : ∑ x, ∑ y, ‖((a : ℂ) • (1 : Matrix (Fin (n + 1)) (Fin (n + 1)) ℂ)) x y‖ ^ 2
      = (n + 1) * a ^ 2 := by
    simp only [hn]
    simp
  have key : (n : ℝ) / (n + 1) * (n + 1) = n := div_mul_cancel₀ _ (by positivity)
  rw [repulsion_const, hq, hs]
  linear_combination (-(w / 2 * (n + 1) * a ^ 2)) * key

end

end SmallSmallRepulsion
```

```lean
#print axioms SmallSmallRepulsion.omitting_small_small_lowers_energy
#print axioms SmallSmallRepulsion.repulsion_single_orbital
#print axioms SmallSmallRepulsion.repulsion_uniform
```

```
'SmallSmallRepulsion.omitting_small_small_lowers_energy' depends on axioms: [propext, Classical.choice, Quot.sound]
'SmallSmallRepulsion.repulsion_single_orbital' depends on axioms: [propext, Classical.choice, Quot.sound]
'SmallSmallRepulsion.repulsion_uniform' depends on axioms: [propext, Classical.choice, Quot.sound]
```

## How the lemmas carry the argument

`pairDensity_nonneg` takes the two-by-two matrix as `hD.submatrix ![x, y]`, which also allows `x = y`. Its determinant is expanded by `Matrix.det_fin_two`. The step `him` shows that diagonal entries are real, and Hermiticity turns `D y x` into the conjugate of `D x y`. The real part of the inequality is then the claim.

`charge_eq_sum` writes the trace as a sum of densities. With it, `repulsion_const` factors the double sum for a constant kernel into the squared charge less the exchange sum. In `repulsion_bounds`, the lower bound is a sum of nonnegative products. For the upper bound, `hcomp` compares `v` with the constant kernel term by term, and `hexch` says that the exchange part to be dropped is nonnegative.

`repulsion_split` uses `Fintype.sum_sum_type` to break each sum over `L ⊕ S` into its large and small parts; `omitSS` then makes the small-small terms vanish, and `ring` collects the rest. In the main theorem, `hsplit` carries this identity over to the energy, and `hb` applies `repulsion_bounds` to the small block of every member of `P`. Each of the two final `linarith` calls combines one minimality inequality, one splitting identity and one bound, as in the two displayed chains above.

In `repulsion_single_orbital`, the density matrix is `vecMulVec ψ (star ψ)`, and `hp` shows that every pair density vanishes. `repulsion_uniform` first checks that the uniform density is positive semidefinite. It then computes the charge in `hq` and the exchange sum in `hs`, and inserts both into `repulsion_const`.
